# The spatial mean of a continuous, positive permittivity overestimates slab capacitance unless the profile is constant

## Slab, field and charge

A dielectric fills the slab 0 ≤ z ≤ L between two planar walls, and everything depends on z alone. Its permittivity eps(z) is absolute, in SI convention, so the vacuum permittivity is included. The wall at z = 0 carries free charge s per unit area and the wall at z = L carries −s. All quantities are real numbers, with units left implicit.

In Lean 4 with Mathlib:

```lean
import Mathlib

open Set

namespace InterfacialDielectricProfile

noncomputable section
```

Let f be the electrostatic potential and E = −f′ the field along z. With no free charge between the walls, Gauss's law makes the displacement constant and equal to the wall charge:

eps(z) E(z) = s for 0 ≤ z ≤ L.

```lean
/-- `f` is an electrostatic potential on the slab `[0, L]` with permittivity profile `eps`:
its field `E = -f'` gives the constant displacement `eps * E = s`. -/
def IsSlabPotential (L s : ℝ) (eps f : ℝ → ℝ) : Prop :=
  ∃ E : ℝ → ℝ, ∀ z ∈ Icc 0 L,
    HasDerivWithinAt f (-E z) (Icc 0 L) z ∧ eps z * E z = s
```

`IsSlabPotential L s eps f` states this condition. The set `Icc 0 L` is the closed slab, and `HasDerivWithinAt` takes the derivative within it, so it is one-sided at the walls. Values of eps and f elsewhere play no role. The constant displacement is assumed here as the physical model, together with a linear and local response; a net ionic charge density inside the slab would make the displacement vary with z.

The capacitance per unit area is charge over potential drop:

C = s / (f(0) − f(L)).

```lean
/-- Capacitance per unit area: surface charge `s` over the potential drop across the slab,
for a non-zero drop. -/
def capacitance (L s : ℝ) (f : ℝ → ℝ) : ℝ := s / (f 0 - f L)
```

The estimate to be tested replaces the profile by its spatial mean M,

M = (1/L) ∫₀ᴸ eps(z) dz,

and treats the slab as uniform, which gives M/L.

```lean
/-- Spatial average of the permittivity over a slab of thickness `L ≠ 0`. -/
def meanPermittivity (L : ℝ) (eps : ℝ → ℝ) : ℝ := (∫ z in (0 : ℝ)..L, eps z) / L
```

The general theorems below share the hypotheses L > 0 (`hL`), eps continuous on the closed slab (`hc`) and eps positive there (`hp`). Positivity excludes overscreening, where the local field opposes the displacement. Results about C also assume s ≠ 0 (`hs`), since an uncharged slab has no potential drop to divide by.

## A potential for every admissible profile

Given eps and s, the field must be E = s/eps, and integrating it gives a potential:

f(z) = −s ∫₀ᶻ dt/eps(t).

Its derivative is −s/eps(z), and eps · (s/eps) = s, as required.

```lean
variable {L s : ℝ} {eps f : ℝ → ℝ}

/-- Every continuous positive permittivity profile on a slab of positive thickness admits a
potential with any prescribed constant displacement `s`. -/
theorem exists_slabPotential (hL : 0 < L) (hc : ContinuousOn eps (Icc 0 L))
    (hp : ∀ z ∈ Icc 0 L, 0 < eps z) (s : ℝ) : ∃ f, IsSlabPotential L s eps f := by
  -- extend the profile by its wall values, so that the integrand is continuous on the line
  have hm : ∀ z : ℝ, max 0 (min z L) ∈ Icc 0 L := fun z =>
    ⟨le_max_left _ _, max_le hL.le (min_le_right _ _)⟩
  have he : Continuous (fun z : ℝ => eps (max 0 (min z L))) :=
    hc.comp_continuous (by fun_prop) hm
  have hg : Continuous (fun z : ℝ => 1 / eps (max 0 (min z L))) :=
    continuous_const.div he (fun z => (hp _ (hm z)).ne')
  refine ⟨fun z => -s * ∫ t in (0 : ℝ)..z, 1 / eps (max 0 (min t L)),
    fun z => s * (1 / eps (max 0 (min z L))), fun z hz => ⟨?_, ?_⟩⟩
  · have h := (hg.integral_hasStrictDerivAt 0 z).hasDerivAt.const_mul (-s)
    exact (h.congr_deriv (by ring)).hasDerivWithinAt
  · have h0 := (hp z hz).ne'
    change eps z * (s * (1 / eps (max 0 (min z L)))) = s
    rw [min_eq_left hz.2, max_eq_right hz.1]
    field_simp
```

Since eps is controlled only on the slab, the proof extends it by its wall values: `max 0 (min z L)` moves any outside point to the nearest wall. The integrand is then continuous on the whole line, the fundamental theorem of calculus supplies the derivative, and inside the slab the extension changes nothing.

## The drop as an integral of 1/eps

Now let f be any slab potential. Dividing eps E = s by eps gives f′ = −s/eps, and integration across the slab gives

f(L) − f(0) = −s ∫₀ᴸ dz/eps(z),

so

f(0) − f(L) = s I, with I = ∫₀ᴸ dz/eps(z).

```lean
/-- For a continuous positive permittivity, the potential drop across the slab is the
displacement times the integral of the inverse permittivity. -/
theorem potential_drop (hL : 0 < L) (hc : ContinuousOn eps (Icc 0 L))
    (hp : ∀ z ∈ Icc 0 L, 0 < eps z) (hf : IsSlabPotential L s eps f) :
    f 0 - f L = s * ∫ z in (0 : ℝ)..L, 1 / eps z := by
  obtain ⟨E, hE⟩ := hf
  have hi : ContinuousOn (fun z => 1 / eps z) (Icc 0 L) :=
    continuousOn_const.div hc (fun z hz => (hp z hz).ne')
  have hder : ∀ z ∈ Ioo 0 L, HasDerivAt f (-s * (1 / eps z)) z := by
    intro z hz
    have hz' := Ioo_subset_Icc_self hz
    have h0 := (hp z hz').ne'
    refine ((hE z hz').1.hasDerivAt (Icc_mem_nhds hz.1 hz.2)).congr_deriv ?_
    rw [← (hE z hz').2]
    field_simp
  have h := intervalIntegral.integral_eq_sub_of_hasDerivAt_of_le hL.le
    (fun z hz => (hE z hz).1.continuousWithinAt) hder
    ((hi.intervalIntegrable_of_Icc hL.le).const_mul (-s))
  rw [intervalIntegral.integral_const_mul] at h
  linarith
```

In the proof, `hder` turns the derivative within the slab into an ordinary derivative at interior points. The version of the fundamental theorem used there asks for no more than this, together with continuity up to the walls and an integrable derivative.

## Slices in series

The integrand 1/eps is positive and the slab has positive thickness, hence I > 0.

```lean
/-- The integral of the inverse of a continuous positive permittivity over a slab of positive
thickness is positive. -/
theorem integral_inverse_pos (hL : 0 < L) (hc : ContinuousOn eps (Icc 0 L))
    (hp : ∀ z ∈ Icc 0 L, 0 < eps z) : 0 < ∫ z in (0 : ℝ)..L, 1 / eps z := by
  have hi : ContinuousOn (fun z => 1 / eps z) (Icc 0 L) :=
    continuousOn_const.div hc (fun z hz => (hp z hz).ne')
  exact intervalIntegral.intervalIntegral_pos_of_pos_on (hi.intervalIntegrable_of_Icc hL.le)
    (fun z hz => one_div_pos.mpr (hp z (Ioo_subset_Icc_self hz))) hL
```

With s ≠ 0 the drop s I is therefore non-zero, and the charge cancels:

C = s/(s I) = 1/I.

This is the rule for capacitors in series: a slice of thickness dz contributes dz/eps(z) to the inverse capacitance. The result depends neither on s nor on the additive constant in f.

```lean
/-- Series formula: for a continuous positive permittivity and non-zero charge, the capacitance
is the reciprocal of the integral of the inverse permittivity. -/
theorem capacitance_eq (hL : 0 < L) (hc : ContinuousOn eps (Icc 0 L))
    (hp : ∀ z ∈ Icc 0 L, 0 < eps z) (hs : s ≠ 0) (hf : IsSlabPotential L s eps f) :
    capacitance L s f = 1 / ∫ z in (0 : ℝ)..L, 1 / eps z := by
  have hI := (integral_inverse_pos hL hc hp).ne'
  rw [capacitance, potential_drop hL hc hp hf, div_eq_div_iff (mul_ne_zero hs hI) hI]
  ring
```

The proof substitutes the drop into the definition of `capacitance` and clears the two non-zero denominators.

## The exact error of averaging

The product LC is the permittivity of a uniform slab with the same thickness and capacitance. Measure the deviation of eps from it and expand the square:

(eps − LC)²/eps = eps − 2LC + L²C²/eps.

Integrating over the slab, and using C I = 1, gives

∫₀ᴸ (eps − LC)²/eps dz = LM − 2L²C + L²C² I = LM − L²C.

Division by L² leaves

M/L − C = (1/L²) ∫₀ᴸ (eps − LC)²/eps dz.

```lean
/-- Exact error of averaging: for a continuous positive permittivity and non-zero charge, the
mean-permittivity estimate exceeds the capacitance `C` by the integral of
`(eps - L C)² / eps`, divided by `L²`. -/
theorem averaging_error (hL : 0 < L) (hc : ContinuousOn eps (Icc 0 L))
    (hp : ∀ z ∈ Icc 0 L, 0 < eps z) (hs : s ≠ 0) (hf : IsSlabPotential L s eps f) :
    meanPermittivity L eps / L - capacitance L s f =
      (∫ z in (0 : ℝ)..L, (eps z - L * capacitance L s f) ^ 2 / eps z) / L ^ 2 := by
  have hI := (integral_inverse_pos hL hc hp).ne'
  have hCI : capacitance L s f * (∫ z in (0 : ℝ)..L, 1 / eps z) = 1 := by
    rw [capacitance_eq hL hc hp hs hf, one_div_mul_cancel hI]
  generalize capacitance L s f = C at hCI ⊢
  have hi : ContinuousOn (fun z => 1 / eps z) (Icc 0 L) :=
    continuousOn_const.div hc (fun z hz => (hp z hz).ne')
  have h1 := hc.intervalIntegrable_of_Icc (μ := MeasureTheory.volume) hL.le
  have h2 := hi.intervalIntegrable_of_Icc (μ := MeasureTheory.volume) hL.le
  -- expand the square and integrate term by term
  have key : (∫ z in (0 : ℝ)..L, (eps z - L * C) ^ 2 / eps z) =
      (∫ z in (0 : ℝ)..L, eps z) - L * (2 * (L * C))
        + (L * C) ^ 2 * ∫ z in (0 : ℝ)..L, 1 / eps z := by
    have hx : (∫ z in (0 : ℝ)..L, (eps z - L * C) ^ 2 / eps z) =
        ∫ z in (0 : ℝ)..L, ((eps z - 2 * (L * C)) + (L * C) ^ 2 * (1 / eps z)) := by
      refine intervalIntegral.integral_congr fun z hz => ?_
      rw [uIcc_of_le hL.le] at hz
      have h0 := (hp z hz).ne'
      change (eps z - L * C) ^ 2 / eps z = (eps z - 2 * (L * C)) + (L * C) ^ 2 * (1 / eps z)
      rw [div_eq_iff h0, add_mul, mul_assoc, one_div_mul_cancel h0]
      ring
    rw [hx, intervalIntegral.integral_add (h1.sub intervalIntegrable_const) (h2.const_mul _),
      intervalIntegral.integral_sub h1 intervalIntegrable_const,
      intervalIntegral.integral_const, intervalIntegral.integral_const_mul, smul_eq_mul, sub_zero]
  have hA : (∫ z in (0 : ℝ)..L, eps z) / L / L * L ^ 2 = ∫ z in (0 : ℝ)..L, eps z := by
    field_simp
  rw [key, meanPermittivity, eq_div_iff (pow_ne_zero 2 hL.ne')]
  linear_combination hA - L ^ 2 * C * hCI
```

The relation C I = 1 is `hCI`. Once it is available, `generalize` replaces the capacitance by a plain number C, because nothing else about it is needed. The step `key` is the expanded square integrated term by term, and `linear_combination` inserts `hCI` to finish the algebra.

## The inequality and its equality case

The integrand in the error is a square divided by a positive number, so

C ≤ M/L.

Suppose equality holds. Then the error integral vanishes. If eps differed from LC at some point, continuity would make the integrand positive on a small interval in the slab, and the integral would be positive. Hence eps = LC throughout.

Conversely, let eps = k on the slab. Then M = k and I = L/k, so C = k/L = M/L.

```lean
/-- For a continuous positive permittivity and non-zero charge, the capacitance is at most the
mean permittivity over the thickness, with equality exactly when the permittivity is constant
across the slab. -/
theorem capacitance_le_mean (hL : 0 < L) (hc : ContinuousOn eps (Icc 0 L))
    (hp : ∀ z ∈ Icc 0 L, 0 < eps z) (hs : s ≠ 0) (hf : IsSlabPotential L s eps f) :
    capacitance L s f ≤ meanPermittivity L eps / L ∧
      (capacitance L s f = meanPermittivity L eps / L ↔ ∃ k, ∀ z ∈ Icc 0 L, eps z = k) := by
  have herr := averaging_error hL hc hp hs hf
  have hnn : ∀ z ∈ Icc 0 L, 0 ≤ (eps z - L * capacitance L s f) ^ 2 / eps z :=
    fun z hz => div_nonneg (sq_nonneg _) (hp z hz).le
  refine ⟨?_, fun heq => ⟨L * capacitance L s f, fun z hz => ?_⟩, ?_⟩
  · have h := div_nonneg (intervalIntegral.integral_nonneg
      (μ := MeasureTheory.volume) hL.le hnn) (sq_nonneg L)
    linarith
  · -- a deviation at one point would make the error integral positive
    by_contra hne
    have hsq : 0 < (eps z - L * capacitance L s f) ^ 2 :=
      lt_of_le_of_ne (sq_nonneg _) (pow_ne_zero 2 (sub_ne_zero.mpr hne)).symm
    have hpos := intervalIntegral.integral_pos hL
      (((hc.sub continuousOn_const).pow 2).div hc (fun z hz => (hp z hz).ne'))
      (fun z hz => hnn z (Ioc_subset_Icc_self hz))
      ⟨z, hz, div_pos hsq (hp z hz)⟩
    have h := div_pos hpos (pow_pos hL 2)
    exact absurd (herr.symm.trans (sub_eq_zero.mpr heq.symm)) h.ne'
  · rintro ⟨k, hk⟩
    have hk0 : k ≠ 0 := by
      rw [← hk 0 ⟨le_rfl, hL.le⟩]
      exact (hp 0 ⟨le_rfl, hL.le⟩).ne'
    have h1 : (∫ z in (0 : ℝ)..L, eps z) = L * k := by
      rw [intervalIntegral.integral_congr (g := fun _ => k)
        (fun z hz => hk z (by rwa [uIcc_of_le hL.le] at hz))]
      simp
    have h2 : (∫ z in (0 : ℝ)..L, 1 / eps z) = L * (1 / k) := by
      rw [intervalIntegral.integral_congr (g := fun _ => 1 / k)
        (fun z hz => congrArg (fun x => 1 / x) (hk z (by rwa [uIcc_of_le hL.le] at hz)))]
      simp
    rw [capacitance_eq hL hc hp hs hf, meanPermittivity, h1, h2]
    field_simp
```

The theorem is a conjunction: the inequality, and an equivalence between equality and the existence of one number `k` with `eps z = k` at every point of the closed slab. For the forward direction the proof supplies `L * capacitance L s f` as that number, and `intervalIntegral.integral_pos` carries the continuity argument, walls included. The reverse direction evaluates the two constant integrals as `h1` and `h2`.

Consider an ion-free layer at an electrode, modelled as a planar continuum with linear, local response and a continuous, positive permittivity profile. Its capacitance should be computed from the integral of 1/eps. Averaging eps first gives too large a value whenever the profile varies.

## A linear ramp between the walls

Let the permittivity run linearly from a > 0 at z = 0 to b > 0 at z = L, with a ≠ b:

eps(z) = a + (b − a) z/L = (a(L − z) + b z)/L.

The second form shows that it is positive on the slab. A primitive of 1/eps is (L/(b − a)) log eps(z), so

I = (L/(b − a)) (log b − log a) = L log(b/a)/(b − a),

and therefore

C = 1/I = (b − a)/(L log(b/a)).

```lean
/-- A permittivity varying linearly from `a > 0` at one wall to `b > 0` at the other, `a ≠ b`,
gives the capacitance `(b - a) / (L log (b / a))` for non-zero charge. -/
theorem capacitance_linear_profile {a b : ℝ} (hL : 0 < L) (ha : 0 < a) (hb : 0 < b)
    (hab : a ≠ b) (hs : s ≠ 0)
    (hf : IsSlabPotential L s (fun z => a + (b - a) * z / L) f) :
    capacitance L s f = (b - a) / (L * Real.log (b / a)) := by
  have hd : b - a ≠ 0 := sub_ne_zero.mpr hab.symm
  have hp : ∀ z ∈ Icc 0 L, 0 < a + (b - a) * z / L := by
    intro z hz
    have h : a + (b - a) * z / L = (a * (L - z) + b * z) / L := by
      field_simp
      ring
    rw [h]
    refine div_pos ?_ hL
    rcases eq_or_lt_of_le hz.1 with h0 | h0
    · rw [← h0]
      nlinarith [mul_pos ha hL]
    · nlinarith [mul_nonneg ha.le (sub_nonneg.mpr hz.2), mul_pos hb h0]
  have hc : ContinuousOn (fun z : ℝ => a + (b - a) * z / L) (Icc 0 L) := by fun_prop
  have aux : ∀ w : ℝ, w ≠ 0 → L / (b - a) * ((b - a) / L / w) = 1 / w := by
    intro w hw
    field_simp
  -- the logarithm is the primitive of the inverse permittivity
  have hder : ∀ z ∈ uIcc 0 L, HasDerivAt
      (fun z => L / (b - a) * Real.log (a + (b - a) * z / L)) (1 / (a + (b - a) * z / L)) z := by
    intro z hz
    rw [uIcc_of_le hL.le] at hz
    have h : HasDerivAt (fun z : ℝ => a + (b - a) * z / L) ((b - a) * 1 / L) z :=
      (((hasDerivAt_id z).const_mul (b - a)).div_const L).const_add a
    rw [mul_one] at h
    exact ((h.log (hp z hz).ne').const_mul (L / (b - a))).congr_deriv (aux _ (hp z hz).ne')
  have hi : ContinuousOn (fun z : ℝ => 1 / (a + (b - a) * z / L)) (Icc 0 L) :=
    continuousOn_const.div hc (fun z hz => (hp z hz).ne')
  have hI := intervalIntegral.integral_eq_sub_of_hasDerivAt hder
    (hi.intervalIntegrable_of_Icc hL.le)
  have e1 : a + (b - a) * L / L = b := by
    rw [mul_div_assoc, div_self hL.ne']
    ring
  have e0 : a + (b - a) * 0 / L = a := by simp
  rw [capacitance_eq hL hc hp hs hf]
  change 1 / (∫ z in (0 : ℝ)..L, 1 / (a + (b - a) * z / L)) = _
  rw [hI, e1, e0, ← mul_sub, ← Real.log_div hb.ne' ha.ne', div_mul_eq_mul_div, one_div_div]

end

end InterfacialDielectricProfile
```

Here continuity and positivity of the profile are derived from the formula and the signs of a and b. The step `hder` differentiates the logarithmic primitive, `e0` and `e1` evaluate the profile at the walls, and the series formula does the rest.

The mean of this profile is (a + b)/2, so averaging would give (a + b)/(2L). Two limits of the formula show how far apart the values can be. As b → a, log(b/a)/(b − a) tends to 1/a, and C tends to a/L, the value for a uniform slab. As b → 0 with a fixed, the logarithm diverges and C tends to 0, while the averaged estimate tends to a/(2L): the ratio of estimate to capacitance grows without bound. This second limit is a mathematical one, since the static permittivity of an ordinary dielectric does not fall below the vacuum value.

```lean
#print axioms InterfacialDielectricProfile.exists_slabPotential
#print axioms InterfacialDielectricProfile.capacitance_le_mean
#print axioms InterfacialDielectricProfile.capacitance_linear_profile
```

```
'InterfacialDielectricProfile.exists_slabPotential' depends on axioms: [propext, Classical.choice, Quot.sound]
'InterfacialDielectricProfile.capacitance_le_mean' depends on axioms: [propext, Classical.choice, Quot.sound]
'InterfacialDielectricProfile.capacitance_linear_profile' depends on axioms: [propext, Classical.choice, Quot.sound]
```
